# The Wigner element $d^l_{00}(\beta)$ as Laplace's integral for $P_l(\cos\beta)$, with the bound $|d^l_{00}(\beta)|\le 1$

A: For every natural number $l$ and every real angle $\beta$,

$$d^l_{00}(\beta)=\sum_{t=0}^{l}(-1)^t\binom{l}{t}^2\cos^{2l-2t}\tfrac{\beta}{2}\,\sin^{2t}\tfrac{\beta}{2}=\frac1\pi\int_0^\pi(\cos\beta+i\sin\beta\cos\varphi)^l\,d\varphi .$$

The same number is the Legendre polynomial $P_l(\cos\beta)$, and its absolute value is at most 1.

Q: A Wigner element is a matrix element of a rotation, $\langle l,0|e^{-i\beta J_y}|l,0\rangle$ with $\hbar=1$. Where is the rotation in your file?

A: It isn't there. The file takes Wigner's explicit sum at $m=m'=0$ as the definition. The step from the operator $J_y$ to that sum is assumed, so the theorems are about the sum.

```lean
import Mathlib

open scoped Real
open Polynomial (derivative X C)

namespace WignerLaplaceIntegral

noncomputable section

/-- The Wigner matrix element `d^l_00(β)`, as a finite sum over powers of the half-angle
cosine and sine. -/
def d00 (l : ℕ) (β : ℝ) : ℝ :=
  ∑ t ∈ Finset.range (l + 1), (-1) ^ t * (l.choose t : ℝ) ^ 2 *
    Real.cos (β / 2) ^ (2 * l - 2 * t) * Real.sin (β / 2) ^ (2 * t)
```

A: The type `ℕ` for `l` means integer angular momentum, the only case with an $m=0$ state. The angle `β` is any real number, not only one in $[0,\pi]$. `Finset.range (l + 1)` lets $t$ run from $0$ to $l$.

Q: And the integrand?

A: On the unit sphere with polar angle $\beta$ and azimuth $\varphi$, it is $(z+ix)^l$. Averaging over the azimuth leaves a function of $\beta$ alone, the zonal harmonic. The next definition is the number being raised to the power $l$.

```lean
/-- The complex number `cos β + i sin β cos φ`, whose powers are averaged over the azimuth `φ`. -/
def laplaceKernel (β φ : ℝ) : ℂ :=
  (Real.cos β : ℂ) + Complex.I * (Real.sin β : ℂ) * (Real.cos φ : ℂ)
```

Q: If you define $P_l$ by the same sum, the Legendre claim is empty.

A: It is defined independently, by the Rodrigues formula

$$P_l(x)=\frac{1}{2^l\,l!}\frac{d^l}{dx^l}(x^2-1)^l .$$

In Lean, `derivative^[l]` differentiates a polynomial $l$ times, and `eval x` then inserts the number.

```lean
/-- The Legendre polynomial `P_l(x)`, given by the Rodrigues formula. -/
def legendre (l : ℕ) (x : ℝ) : ℝ :=
  (derivative^[l] ((X ^ 2 - 1 : Polynomial ℝ) ^ l)).eval x / (2 ^ l * (Nat.factorial l : ℝ))
```

Q: Then take me through the integral. How do half angles come out of $\cos\beta+i\sin\beta\cos\varphi$?

A: Write $c=\cos(\beta/2)$ and $s=\sin(\beta/2)$. Then $\cos\beta=c^2-s^2$, which is the first lemma.

```lean
/-- The cosine of an angle in terms of the half angle. -/
lemma cos_half (β : ℝ) : Real.cos β = Real.cos (β / 2) ^ 2 - Real.sin (β / 2) ^ 2 := by
  rw [← Real.cos_two_mul']
  congr 1
  ring
```

A: With $\sin\beta=2sc$ and $2\cos\varphi=e^{i\varphi}+e^{-i\varphi}$ as well, multiply out:

$$(ise^{i\varphi}+c)(ise^{-i\varphi}+c)=-s^2+isc\,(e^{i\varphi}+e^{-i\varphi})+c^2=\cos\beta+i\sin\beta\cos\varphi .$$

```lean
/-- The kernel is a product of two factors linear in the phases `e^{iφ}` and `e^{-iφ}`, with
half-angle coefficients. -/
theorem kernel_factor (β φ : ℝ) : laplaceKernel β φ =
    (Complex.I * (Real.sin (β / 2) : ℂ) * Complex.exp (φ * Complex.I) + (Real.cos (β / 2) : ℂ)) *
    (Complex.I * (Real.sin (β / 2) : ℂ) * Complex.exp (-(φ * Complex.I))
      + (Real.cos (β / 2) : ℂ)) := by
  have h : Complex.exp (φ * Complex.I) * Complex.exp (-(φ * Complex.I)) = 1 := by
    rw [← Complex.exp_add, add_neg_cancel, Complex.exp_zero]
  have hc : Complex.exp (φ * Complex.I) + Complex.exp (-(φ * Complex.I))
      = 2 * (Real.cos φ : ℂ) := by
    rw [Complex.ofReal_cos, Complex.cos, neg_mul]
    ring
  have hs : Real.sin β = 2 * Real.sin (β / 2) * Real.cos (β / 2) := by
    rw [← Real.sin_two_mul]
    congr 1
    ring
  unfold laplaceKernel
  rw [cos_half β, hs]
  simp only [Complex.ofReal_sub, Complex.ofReal_mul, Complex.ofReal_pow, Complex.ofReal_ofNat]
  linear_combination
    (-(Complex.I * (Real.sin (β / 2) : ℂ) * (Real.cos (β / 2) : ℂ))) * hc
    - Complex.I ^ 2 * (Real.sin (β / 2) : ℂ) ^ 2 * h
    - (Real.sin (β / 2) : ℂ) ^ 2 * Complex.I_sq
```

Q: The last lines of that proof look like a list of coefficients. What do they do?

A: They are the device on which the algebra turns here, `linear_combination`. You supply known equations with multipliers. Lean subtracts the weighted sum of those equations from the goal, and `ring` checks that what remains is an identity of commutative algebra. `ring` does not know that $i^2=-1$ or that $e^{i\varphi}e^{-i\varphi}=1$; it treats $i$ and the exponentials as unknown letters. So each such fact enters as an equation: `hc` for the sum of the phases, `h` for their product, `Complex.I_sq` for $i^2=-1$. The multipliers $-isc$, $-i^2s^2$ and $-s^2$ are the factors in front of these quantities when you expand the product and compare. The same tactic later combines equations between whole integrals, each integral being one letter.

Q: Now the integral over the azimuth.

A: For natural $a$ and $b$, the product of phases is $e^{i(a-b)\varphi}$. If $a=b$ it is 1, and a full turn gives $2\pi$. If $a\ne b$,

$$\int_{-\pi}^{\pi}e^{i(a-b)\varphi}\,d\varphi=\left[\frac{e^{i(a-b)\varphi}}{i(a-b)}\right]_{-\pi}^{\pi}=0,$$

because the exponents at the two ends differ by $2\pi i(a-b)$, an integer multiple of $2\pi i$. The Lean proof splits into the same two cases; `he` states that the end values agree.

```lean
/-- Orthogonality of the azimuthal phases: over a full turn `e^{iaφ} e^{-ibφ}` integrates to
`2π` if `a = b` and to zero otherwise. -/
theorem phase_orthogonality (a b : ℕ) :
    ∫ φ in (-π)..π, Complex.exp (φ * Complex.I) ^ a * Complex.exp (-(φ * Complex.I)) ^ b
      = if a = b then 2 * (π : ℂ) else 0 := by
  have h : ∀ φ : ℝ, Complex.exp (φ * Complex.I) ^ a * Complex.exp (-(φ * Complex.I)) ^ b
      = Complex.exp ((((a : ℂ) - b) * Complex.I) * φ) := by
    intro φ
    rw [← Complex.exp_nat_mul, ← Complex.exp_nat_mul, ← Complex.exp_add]
    congr 1
    ring
  simp_rw [h]
  split_ifs with hab
  · subst hab
    simp only [sub_self, zero_mul, Complex.exp_zero, intervalIntegral.integral_const,
      sub_neg_eq_add, Complex.real_smul, Complex.ofReal_add, mul_one]
    ring
  · have hk : ((a : ℂ) - b) * Complex.I ≠ 0 :=
      mul_ne_zero (sub_ne_zero.mpr (by exact_mod_cast hab)) Complex.I_ne_zero
    -- the primitive takes the same value at both ends of the turn
    have he : Complex.exp ((((a : ℂ) - b) * Complex.I) * (π : ℝ))
        = Complex.exp ((((a : ℂ) - b) * Complex.I) * ((-π : ℝ) : ℂ)) :=
      Complex.exp_eq_exp_iff_exists_int.mpr ⟨(a : ℤ) - b, by push_cast; ring⟩
    rw [integral_exp_mul_complex hk, he, sub_self, zero_div]
```

Q: So only diagonal terms can survive.

A: Yes. Expanding both factors by the binomial theorem gives

$$(\cos\beta+i\sin\beta\cos\varphi)^l=\sum_{a=0}^{l}\sum_{b=0}^{l}\binom la\binom lb(is)^{a+b}c^{2l-a-b}e^{i(a-b)\varphi}.$$

Integrating over the full turn keeps $a=b$, and $(is)^{2a}=(-1)^as^{2a}$. Hence

$$\int_{-\pi}^{\pi}(\cos\beta+i\sin\beta\cos\varphi)^l\,d\varphi=2\pi\sum_{a=0}^{l}(-1)^a\binom la^2c^{2l-2a}s^{2a}=2\pi\,d^l_{00}(\beta).$$

In the code, `hexp` is the double expansion, with `A a` holding the factor $\binom la(is)^ac^{l-a}$. Continuity of each term justifies exchanging sum and integral, and `Finset.sum_ite_eq` picks out $b=a$.

```lean
/-- Over a full turn of the azimuth, the `l`-th power of the kernel integrates to
`2π d^l_00(β)`. -/
theorem full_turn (l : ℕ) (β : ℝ) :
    ∫ φ in (-π)..π, laplaceKernel β φ ^ l = 2 * (π : ℂ) * (d00 l β : ℂ) := by
  obtain ⟨A, hA⟩ : ∃ A : ℕ → ℂ, ∀ a, A a = (Complex.I * (Real.sin (β / 2) : ℂ)) ^ a *
      (Real.cos (β / 2) : ℂ) ^ (l - a) * (l.choose a : ℂ) := ⟨_, fun _ => rfl⟩
  -- expand both binomials
  have hexp : ∀ φ : ℝ, laplaceKernel β φ ^ l =
      ∑ a ∈ Finset.range (l + 1), ∑ b ∈ Finset.range (l + 1), A a * A b *
        (Complex.exp (φ * Complex.I) ^ a * Complex.exp (-(φ * Complex.I)) ^ b) := by
    intro φ
    rw [kernel_factor, mul_pow, add_pow, add_pow, Finset.sum_mul_sum]
    refine Finset.sum_congr rfl fun a _ => Finset.sum_congr rfl fun b _ => ?_
    rw [hA, hA]
    ring
  simp_rw [hexp]
  rw [intervalIntegral.integral_finsetSum]
  · unfold d00
    rw [Complex.ofReal_sum, Finset.mul_sum]
    refine Finset.sum_congr rfl fun a ha => ?_
    rw [intervalIntegral.integral_finsetSum]
    · -- only the diagonal term survives
      simp_rw [intervalIntegral.integral_const_mul, phase_orthogonality]
      simp only [mul_ite, mul_zero, Finset.sum_ite_eq, if_pos ha]
      have hI : Complex.I ^ a * Complex.I ^ a = (-1) ^ a := by
        rw [← mul_pow, Complex.I_mul_I]
      have he : 2 * l - 2 * a = (l - a) + (l - a) := by omega
      rw [hA, he]
      simp only [Complex.ofReal_mul, Complex.ofReal_pow, Complex.ofReal_neg,
        Complex.ofReal_one, Complex.ofReal_natCast, mul_pow, pow_add]
      linear_combination (2 * (π : ℂ) * (Real.sin (β / 2) : ℂ) ^ (2 * a) *
        (Real.cos (β / 2) : ℂ) ^ (l - a) * (Real.cos (β / 2) : ℂ) ^ (l - a) *
        (l.choose a : ℂ) ^ 2) * hI
    · intro b _
      exact Continuous.intervalIntegrable (by fun_prop) _ _
  · intro a _
    exact Continuous.intervalIntegrable (by fun_prop) _ _
```

Q: Your claim integrates over half a turn.

A: The integrand depends on $\varphi$ only through $\cos\varphi$, so it is even. The halves $[-\pi,0]$ and $[0,\pi]$ contribute equally, each $\pi\,d^l_{00}(\beta)$. Dividing by $\pi$ gives the formula. In Lean, `hneg` is the reflection $\varphi\to-\varphi$ and `hsplit` joins the two halves.

```lean
/-- Laplace's integral: `d^l_00(β)` is the average of `(cos β + i sin β cos φ)^l` over
azimuths `φ` from `0` to `π`. -/
theorem d00_eq_laplace_integral (l : ℕ) (β : ℝ) :
    (d00 l β : ℂ) = 1 / (π : ℂ) * ∫ φ in (0 : ℝ)..π, laplaceKernel β φ ^ l := by
  have hcont : Continuous fun φ : ℝ => laplaceKernel β φ ^ l := by
    unfold laplaceKernel
    fun_prop
  have heven : ∀ φ : ℝ, laplaceKernel β (-φ) = laplaceKernel β φ := by
    intro φ
    simp only [laplaceKernel, Real.cos_neg]
  -- the two half turns contribute equally
  have hneg := intervalIntegral.integral_comp_neg (a := 0) (b := π)
    (fun φ : ℝ => laplaceKernel β φ ^ l)
  simp only [heven, neg_zero] at hneg
  have hsplit := intervalIntegral.integral_add_adjacent_intervals
    (hcont.intervalIntegrable (μ := MeasureTheory.volume) (-π) 0)
    (hcont.intervalIntegrable 0 π)
  have hpi : (π : ℂ) ≠ 0 := Complex.ofReal_ne_zero.mpr Real.pi_ne_zero
  rw [one_div, eq_inv_mul_iff_mul_eq₀ hpi]
  linear_combination (-1 / 2 : ℂ) * full_turn l β - (1 / 2 : ℂ) * hsplit - (1 / 2 : ℂ) * hneg
```

Q: The left side is real and the right side is complex. Is that a gap?

A: No. `(d00 l β : ℂ)` is the real number regarded as a complex one, so the equation also says that the imaginary part of the integral vanishes. By hand, $\varphi\to\pi-\varphi$ turns the integrand into its complex conjugate, and the imaginary parts cancel.

Q: How do you get the bound? The sum has alternating signs and large binomials.

A: The integral avoids both. Its base satisfies

$$|\cos\beta+i\sin\beta\cos\varphi|^2=\cos^2\beta+\sin^2\beta\cos^2\varphi=1-\sin^2\beta\sin^2\varphi\le1 .$$

`hsq` is this equation, and `nlinarith` passes from the squared modulus to the modulus.

```lean
/-- The kernel has modulus at most one. -/
theorem norm_kernel_le_one (β φ : ℝ) : ‖laplaceKernel β φ‖ ≤ 1 := by
  have hk : laplaceKernel β φ = (Real.cos β : ℂ)
      + ((Real.sin β * Real.cos φ : ℝ) : ℂ) * Complex.I := by
    simp only [laplaceKernel, Complex.ofReal_mul]
    ring
  have hsq : ‖laplaceKernel β φ‖ ^ 2 = 1 - (Real.sin β * Real.sin φ) ^ 2 := by
    rw [Complex.sq_norm, hk, Complex.normSq_add_mul_I]
    linear_combination Real.sin β ^ 2 * Real.sin_sq_add_cos_sq φ + Real.sin_sq_add_cos_sq β
  nlinarith [norm_nonneg (laplaceKernel β φ), sq_nonneg (Real.sin β * Real.sin φ)]
```

A: Every power then has modulus at most 1 as well, so

$$|d^l_{00}(\beta)|\le\frac1\pi\int_0^\pi|\cos\beta+i\sin\beta\cos\varphi|^l\,d\varphi\le1 .$$

The Lean proof bounds the norm of the integral by $1\cdot|\pi-0|$ and divides by $\pi$.

```lean
/-- The matrix element `d^l_00(β)` never exceeds one in absolute value. -/
theorem abs_d00_le_one (l : ℕ) (β : ℝ) : |d00 l β| ≤ 1 := by
  have hint : ‖∫ φ in (0 : ℝ)..π, laplaceKernel β φ ^ l‖ ≤ 1 * |π - 0| := by
    refine intervalIntegral.norm_integral_le_of_norm_le_const fun φ _ => ?_
    rw [norm_pow]
    exact pow_le_one₀ (norm_nonneg _) (norm_kernel_le_one β φ)
  rw [one_mul, sub_zero, abs_of_pos Real.pi_pos] at hint
  have hnorm : ‖(π : ℂ)‖ = π := by
    rw [Complex.norm_real, Real.norm_eq_abs, abs_of_pos Real.pi_pos]
  rw [← Real.norm_eq_abs, ← Complex.norm_real, d00_eq_laplace_integral, norm_mul, norm_div,
    norm_one, hnorm, one_div, inv_mul_le_iff₀ Real.pi_pos, mul_one]
  exact hint
```

Q: Physically that had to hold: $|d^l_{00}|^2$ is the probability of finding $|l,0\rangle$ again after the rotation.

A: Right, and here it comes from the sum, without using unitarity. The bound is reached at $\beta=\pi$: since $\cos(\pi/2)=0$, every term with $t<l$ vanishes, and the term $t=l$ is $(-1)^l$. For $l=0$ that single term is 1.

```lean
/-- At `β = π` the matrix element is `(-1)^l`. -/
theorem d00_pi (l : ℕ) : d00 l π = (-1) ^ l := by
  unfold d00
  rw [Finset.sum_eq_single_of_mem l (Finset.mem_range.mpr (Nat.lt_succ_self l))]
  · simp
  · intro t ht hne
    have hlt := Finset.mem_range.mp ht
    have h0 : 2 * l - 2 * t ≠ 0 := by omega
    rw [Real.cos_pi_div_two, zero_pow h0, mul_zero, zero_mul]
```

Q: That leaves the Legendre polynomial.

A: Write $(x^2-1)^l=(x-1)^l(x+1)^l$ and apply the Leibniz rule:

$$\frac{d^l}{dx^l}(x^2-1)^l=\sum_{k=0}^{l}\binom lk\,\frac{l!}{k!}(x-1)^k\,\frac{l!}{(l-k)!}(x+1)^{l-k}.$$

The two factorial quotients multiply to $l!\binom lk$. At $x=\cos\beta$ we have $x-1=-2s^2$ and $x+1=2c^2$, so the $k$-th term is

$$2^l\,l!\,(-1)^k\binom lk^2s^{2k}c^{2l-2k}.$$

Dividing by $2^l\,l!$ gives the sum for $d^l_{00}(\beta)$, with $k$ in the role of $t$. In the proof, `hm` and `hp` are the two half-angle substitutions and `hd` is the factorial identity, written with falling factorials (`descFactorial`), which is how Mathlib differentiates a power repeatedly.

```lean
/-- The matrix element `d^l_00(β)` is the Legendre polynomial `P_l(cos β)`. -/
theorem d00_eq_legendre (l : ℕ) (β : ℝ) : d00 l β = legendre l (Real.cos β) := by
  have hf : (X ^ 2 - 1 : Polynomial ℝ) ^ l = (X + C (-1)) ^ l * (X + C 1) ^ l := by
    rw [← mul_pow]
    congr 1
    simp only [map_neg, map_one]
    ring
  have hm : Real.cos β + -1 = (-1) * (2 * Real.sin (β / 2) ^ 2) := by
    linear_combination cos_half β + Real.sin_sq_add_cos_sq (β / 2)
  have hp : Real.cos β + 1 = 2 * Real.cos (β / 2) ^ 2 := by
    linear_combination cos_half β - Real.sin_sq_add_cos_sq (β / 2)
  unfold legendre d00
  -- Leibniz rule for the l-th derivative of the product
  rw [eq_div_iff (by positivity), hf, Polynomial.iterate_derivative_mul,
    Polynomial.eval_finsetSum, Finset.sum_mul]
  refine Finset.sum_congr rfl fun k hk => ?_
  have hkl : k ≤ l := Nat.lt_succ_iff.mp (Finset.mem_range.mp hk)
  have hd : (l.descFactorial (l - k) : ℝ) * (l.descFactorial k : ℝ)
      = (Nat.factorial l : ℝ) * (l.choose k : ℝ) := by
    norm_cast
    rw [Nat.descFactorial_eq_factorial_mul_choose l (l - k),
      Nat.descFactorial_eq_factorial_mul_choose l k, Nat.choose_symm hkl,
      ← Nat.choose_mul_factorial_mul_factorial hkl]
    ring
  have h2 : (2 : ℝ) ^ l = 2 ^ k * 2 ^ (l - k) := by
    rw [← pow_add, Nat.add_sub_of_le hkl]
  have he : 2 * l - 2 * k = 2 * (l - k) := by omega
  rw [Polynomial.iterate_derivative_X_add_pow, Polynomial.iterate_derivative_X_add_pow]
  simp only [nsmul_eq_mul, Polynomial.eval_mul, Polynomial.eval_natCast, Polynomial.eval_pow,
    Polynomial.eval_add, Polynomial.eval_X, Polynomial.eval_C]
  rw [Nat.sub_sub_self hkl, hm, hp, h2, he]
  simp only [mul_pow, ← pow_mul]
  linear_combination (-((l.choose k : ℝ) * (-1) ^ k * 2 ^ k * 2 ^ (l - k) *
    Real.sin (β / 2) ^ (2 * k) * Real.cos (β / 2) ^ (2 * (l - k)))) * hd

end

end WignerLaplaceIntegral
```

```lean
#print axioms WignerLaplaceIntegral.d00_eq_laplace_integral
#print axioms WignerLaplaceIntegral.abs_d00_le_one
#print axioms WignerLaplaceIntegral.d00_pi
#print axioms WignerLaplaceIntegral.d00_eq_legendre
```

```
'WignerLaplaceIntegral.d00_eq_laplace_integral' depends on axioms: [propext, Classical.choice, Quot.sound]
'WignerLaplaceIntegral.abs_d00_le_one' depends on axioms: [propext, Classical.choice, Quot.sound]
'WignerLaplaceIntegral.d00_pi' depends on axioms: [propext, Classical.choice, Quot.sound]
'WignerLaplaceIntegral.d00_eq_legendre' depends on axioms: [propext, Classical.choice, Quot.sound]
```

Q: So which theorem is Laplace's integral for $P_l$?

A: Two of them together: `d00_eq_legendre` identifies the sum with $P_l(\cos\beta)$, and `d00_eq_laplace_integral` identifies it with the integral. Since the argument is $\cos\beta$ with real $\beta$, this covers $P_l(x)$ for $-1\le x\le1$; Laplace's formula for other arguments is not addressed.

Q: And where would I meet it in a calculation?

A: In the multipole expansion of the Coulomb interaction, $P_l(\cos\gamma)$ is the angular factor of the $l$-th term, with $\gamma$ the angle between the two position vectors. The bound limits that factor to 1 in size for each integer $l$, but it concerns only the $m=m'=0$ element and says nothing about the radial factors.

Q: Then my objection shrinks to the starting point: I must accept Wigner's sum as the matrix element.

A: Yes. If your own convention for rotations reverses the sign of $\beta$, nothing changes, because the sum contains only even powers of $\sin(\beta/2)$ and $\cos(\beta/2)$.
